# A twice differentiable function has zero artificial spin kinetic term everywhere exactly when it is a spinor function

Take a single spin-up component, $f(s)=e^{\mathrm i s}$, where $s$ is a real, continuous spin variable and $\mathrm i$ is the imaginary unit. One derivative multiplies $f$ by $\mathrm i$, and a second multiplies it by $\mathrm i$ again, so $f''=-f$ and $f''+f=0$. The spin-down component $e^{-\mathrm i s}$ behaves the same way, because $(-\mathrm i)^2=-1$ too. A faster wave does not: for $f(s)=e^{2\mathrm i s}$ one finds $f''+f=-3f$.

In quantum Monte Carlo with spin-orbit coupling, the discrete spin of an electron can be replaced by such a variable $s$, and a kinetic term is added so that $s$ can be sampled by diffusion:

$$(T_\mu f)(s)=-\frac{1}{2\mu}\bigl(f''(s)+f(s)\bigr).$$

A spinor function is $f(s)=a\,e^{\mathrm i s}+b\,e^{-\mathrm i s}$ with complex components $a$ (spin up) and $b$ (spin down). For $\mu>0$ and $f$ twice differentiable, $T_\mu f$ vanishes at every $s$ if and only if $f$ is a spinor function.

```lean
import Mathlib

open Complex

namespace SpinKineticQMC

noncomputable section

/-- The spinor function `a exp(is) + b exp(-is)` of the continuous spin variable `s`,
with complex components `a` and `b`. -/
def spinorFn (a b : ℂ) (s : ℝ) : ℂ :=
  a * Complex.exp (I * s) + b * Complex.exp (-I * s)

/-- The artificial spin kinetic term `-(1/(2μ)) (f'' + f)` at the point `s`, for a twice
differentiable `f` and a nonzero spin mass `μ`. -/
def spinKinetic (μ : ℝ) (f : ℝ → ℂ) (s : ℝ) : ℂ :=
  -(1 / (2 * (μ : ℂ))) * (deriv (deriv f) s + f s)
```

In Lean a function of the spin variable has type `ℝ → ℂ`. `spinorFn a b` is the spinor function, and `spinKinetic μ f s` is $(T_\mu f)(s)$, with the second derivative written as `deriv (deriv f)`. No periodicity in $s$ is imposed; the solutions turn out to have period $2\pi$.

## The spin dependence contains only $e^{\mathrm i s}$ and $e^{-\mathrm i s}$

This is the hypothesis of the easy direction. Physically, it says that the function describes a spin-½ electron, with two amplitudes and nothing else. Differentiating gives

$$f'=(\mathrm i a)\,e^{\mathrm i s}+(-\mathrm i b)\,e^{-\mathrm i s},$$

which is again a spinor function, with components $\mathrm i a$ and $-\mathrm i b$. Doing this twice gives components $-a$ and $-b$, so $f''=-f$ and $T_\mu f=0$.

```lean
/-- The exponential `exp(cs)` of a real variable `s` has derivative `c exp(cs)`. -/
theorem hasDerivAt_wave (c : ℂ) (s : ℝ) :
    HasDerivAt (fun t : ℝ => Complex.exp (c * t)) (c * Complex.exp (c * s)) s := by
  have h : HasDerivAt (fun t : ℝ => (t : ℂ)) 1 s := by
    simpa using (hasDerivAt_id s).ofReal_comp
  exact (h.const_mul c).cexp.congr_deriv (by ring)

/-- Differentiating a spinor function multiplies its components by `i` and `-i`. -/
theorem hasDerivAt_spinorFn (a b : ℂ) (s : ℝ) :
    HasDerivAt (spinorFn a b) (spinorFn (I * a) (-I * b) s) s := by
  have h := ((hasDerivAt_wave I s).const_mul a).fun_add
    ((hasDerivAt_wave (-I) s).const_mul b)
  exact h.congr_deriv (by simp only [spinorFn]; ring)

/-- The derivative of a spinor function is the spinor function with components
`ia` and `-ib`. -/
theorem deriv_spinorFn (a b : ℂ) :
    deriv (spinorFn a b) = spinorFn (I * a) (-I * b) :=
  funext fun s => (hasDerivAt_spinorFn a b s).deriv
```

`hasDerivAt_wave` is the chain rule for $e^{cs}$ with complex $c$. The next lemma applies it with $c=\mathrm i$ and $c=-\mathrm i$ and adds the results. `deriv_spinorFn` turns the pointwise statement into an equality of functions, which is what allows a second derivative to be taken by the same rule.

If other waves are admitted, the term no longer vanishes, as $e^{2\mathrm i s}$ showed: there $T_\mu f=\frac{3}{2\mu}f$.

## The term vanishes at every value of the spin variable

The other direction starts from $T_\mu f=0$ on the whole line, so the condition restricts the function and not merely its value at one sampled spin. By hand, it is what lets a local equation be integrated. Suppose $g'=cg$ everywhere. Then

$$\frac{d}{ds}\bigl(g(s)e^{-cs}\bigr)=\bigl(g'(s)-c\,g(s)\bigr)e^{-cs}=0,$$

so $g(s)e^{-cs}$ is constant and equals its value $g(0)$ at $s=0$. Hence $g(s)=g(0)e^{cs}$.

```lean
/-- A function on the real line with `g' = c g` everywhere is `g(0) exp(cs)`. -/
theorem first_order_solution {g : ℝ → ℂ} {c : ℂ}
    (hg : ∀ s, HasDerivAt g (c * g s) s) (s : ℝ) :
    g s = g 0 * Complex.exp (c * s) := by
  -- the product g(t) exp(-ct) is constant
  have h : ∀ t : ℝ, HasDerivAt (fun t : ℝ => g t * Complex.exp (-c * t)) 0 t :=
    fun t => ((hg t).fun_mul (hasDerivAt_wave (-c) t)).congr_deriv (by ring)
  have h0 := is_const_of_deriv_eq_zero (fun t => (h t).differentiableAt)
    (fun t => (h t).deriv) s 0
  have h1 : Complex.exp (-c * s) * Complex.exp (c * s) = 1 := by
    rw [← Complex.exp_add]
    simp
  have h2 : g s * Complex.exp (-c * s) = g 0 := by simpa using h0
  linear_combination Complex.exp (c * s) * h2 - g s * h1
```

The fact `h` is the zero derivative, and `is_const_of_deriv_eq_zero` compares the product at $s$ and at $0$. The last line multiplies by $e^{cs}$ to recover $g(s)$.

If the term is required to vanish at one point only, the conclusion fails. The function $f(s)=\sin 2s$, which has period $2\pi$ like the spinor functions, gives $f''(s)+f(s)=-3\sin 2s$. This is zero at $s=0$ but not at $s=\pi/4$, so $f$ is not a spinor function.

## The function has two derivatives

In the main theorem, `hf` says that $f$ is differentiable everywhere and `hf'` says the same of $f'$. Continuity of $f''$ is not required. Physically, the wave function has no kinks in the spin variable, so the kinetic term is an ordinary function of $s$.

By hand, the two derivatives are used to factor the second-order equation. With $f''=-f$, set $p=f'+\mathrm i f$ and $m=f'-\mathrm i f$. Then

$$p'=-f+\mathrm i f'=\mathrm i\,(f'+\mathrm i f)=\mathrm i\,p,\qquad m'=-f-\mathrm i f'=-\mathrm i\,(f'-\mathrm i f)=-\mathrm i\,m.$$

The first-order result gives $p(s)=p(0)e^{\mathrm i s}$ and $m(s)=m(0)e^{-\mathrm i s}$. Since $p-m=2\mathrm i f$, dividing by $2\mathrm i$ yields

$$f(s)=\frac{f(0)-\mathrm i f'(0)}{2}\,e^{\mathrm i s}+\frac{f(0)+\mathrm i f'(0)}{2}\,e^{-\mathrm i s}.$$

The components are therefore fixed by the value and slope at $s=0$.

A small counter-example shows what differentiability excludes. The function $|\sin s|$ satisfies $f''=-f$ between the multiples of $\pi$, yet it has kinks there and is not a spinor function. The true kinetic term has a delta function at each kink, which a pointwise evaluation misses. Lean's `deriv` returns zero where no derivative exists, and $|\sin s|$ is itself zero at the kinks, so without `hf` and `hf'` this function would satisfy the vanishing condition at every $s$ and the equivalence would be false.

## The spin mass is positive

The constant $\mu$ is not a property of the electron. It is a chosen parameter that sets how fast the spin variable diffuses, with a larger mass giving slower motion. In the derivation it enters once: because $1/(2\mu)$ is a nonzero number, $T_\mu f=0$ implies $f''+f=0$. Only $\mu\neq0$ matters for that step. Positivity gives the second-derivative part the usual sign of a kinetic energy, and at $\mu=0$ the formula has no meaning.

The limit of infinite mass shows what the finite prefactor does. For any fixed twice differentiable $f$, $(T_\mu f)(s)$ tends to zero at each $s$ as $\mu\to\infty$, whether or not $f$ is a spinor function. The term distinguishes spinor functions from the rest at every finite mass, but ever more weakly as the mass grows.

```lean
/-- For a positive spin mass, the spin kinetic term of a twice differentiable function
vanishes everywhere if and only if the function is a spinor function. -/
theorem spinKinetic_eq_zero_iff {μ : ℝ} (hμ : 0 < μ) {f : ℝ → ℂ}
    (hf : Differentiable ℝ f) (hf' : Differentiable ℝ (deriv f)) :
    (∀ s, spinKinetic μ f s = 0) ↔ ∃ a b : ℂ, f = spinorFn a b := by
  constructor
  · intro h
    have hμ' : (μ : ℂ) ≠ 0 := by exact_mod_cast hμ.ne'
    have hc : -(1 / (2 * (μ : ℂ))) ≠ 0 :=
      neg_ne_zero.mpr (one_div_ne_zero (mul_ne_zero two_ne_zero hμ'))
    have ode : ∀ s, deriv (deriv f) s = -f s := fun s =>
      eq_neg_of_add_eq_zero_left ((mul_eq_zero.mp (h s)).resolve_left hc)
    -- the combinations f' + i f and f' - i f obey first-order equations
    have hp : ∀ s, HasDerivAt (fun t => deriv f t + I * f t)
        (I * (deriv f s + I * f s)) s := fun s =>
      ((hf' s).hasDerivAt.fun_add ((hf s).hasDerivAt.const_mul I)).congr_deriv (by
        rw [ode s]
        linear_combination (-f s) * Complex.I_sq)
    have hm : ∀ s, HasDerivAt (fun t => deriv f t - I * f t)
        (-I * (deriv f s - I * f s)) s := fun s =>
      ((hf' s).hasDerivAt.fun_sub ((hf s).hasDerivAt.const_mul I)).congr_deriv (by
        rw [ode s]
        linear_combination (-f s) * Complex.I_sq)
    refine ⟨(f 0 - I * deriv f 0) / 2, (f 0 + I * deriv f 0) / 2, funext fun s => ?_⟩
    have e1 : deriv f s + I * f s = (deriv f 0 + I * f 0) * Complex.exp (I * s) :=
      first_order_solution hp s
    have e2 : deriv f s - I * f s = (deriv f 0 - I * f 0) * Complex.exp (-I * s) :=
      first_order_solution hm s
    -- their difference is 2 i f
    simp only [spinorFn]
    linear_combination (-I / 2) * (e1 - e2) +
      (f s - f 0 * (Complex.exp (I * s) + Complex.exp (-I * s)) / 2) * Complex.I_sq
  · rintro ⟨a, b, rfl⟩ s
    have h : spinorFn (I * (I * a)) (-I * (-I * b)) s + spinorFn a b s = 0 := by
      simp only [spinorFn]
      linear_combination
        (a * Complex.exp (I * s) + b * Complex.exp (-I * s)) * Complex.I_sq
    rw [spinKinetic, deriv_spinorFn, deriv_spinorFn, h, mul_zero]
```

The statement reads: given `hμ`, `hf` and `hf'`, the value `spinKinetic μ f s` is zero for all `s` if and only if there are complex `a` and `b` with `f = spinorFn a b`, an equality of functions on the whole line.

In the forward half of the proof, `hc` records that the prefactor is nonzero, and `ode` is the resulting equation $f''=-f$. The facts `hp` and `hm` are the equations for $p$ and $m$; this is where `hf` and `hf'` are used. The `refine` line supplies the two components found above, `e1` and `e2` are the integrated equations, and the final `linear_combination` carries out the division by $2\mathrm i$, using $\mathrm i^2=-1$. The reverse half differentiates a spinor function twice and needs none of the three hypotheses.

The components can also be read off uniquely. If two spinor functions agree, their values at $s=0$ give $a+b=a'+b'$, and their slopes give $\mathrm i(a-b)=\mathrm i(a'-b')$. Adding and subtracting gives $a=a'$ and $b=b'$.

```lean
/-- A spinor function determines its two components. -/
theorem spinorFn_components_unique {a b a' b' : ℂ}
    (h : spinorFn a b = spinorFn a' b') : a = a' ∧ b = b' := by
  -- compare values and slopes at s = 0
  have h0 := congrFun h 0
  have h1 := congrFun (congrArg deriv h) 0
  rw [deriv_spinorFn, deriv_spinorFn] at h1
  simp only [spinorFn, Complex.ofReal_zero, mul_zero, Complex.exp_zero, mul_one] at h0 h1
  constructor
  · linear_combination h0 / 2 - I / 2 * h1 + (a - a' - b + b') / 2 * Complex.I_sq
  · linear_combination h0 / 2 + I / 2 * h1 - (a - a' - b + b') / 2 * Complex.I_sq
```

## A spin wave with real wave number

Here a spin wave is simply the function $e^{\mathrm i ks}$ of one electron's spin variable, not the collective excitation of a magnet that goes by the same name. For $f(s)=e^{\mathrm i ks}$ with $k$ real, two derivatives give $f''=-k^2f$, hence

$$2\mu\,T_\mu f=(k^2-1)f.$$

The factor vanishes at $k=\pm1$, the two spinor waves. It is positive for $|k|>1$ and negative for $|k|<1$; the constant function, $k=0$, has $T_\mu f=-\frac{1}{2\mu}f$. The added $f$ in the definition is thus a shift that places the zero at the spin-½ waves.

```lean
/-- For a positive spin mass `μ` and real `k`, `2μ` times the spin kinetic term multiplies
the spin wave `exp(iks)` by `k² - 1`. -/
theorem spinKinetic_wave {μ : ℝ} (hμ : 0 < μ) (k s : ℝ) :
    2 * (μ : ℂ) * spinKinetic μ (fun t : ℝ => Complex.exp (I * k * t)) s =
      ((k : ℂ) ^ 2 - 1) * Complex.exp (I * k * s) := by
  have hμ' : (μ : ℂ) ≠ 0 := by exact_mod_cast hμ.ne'
  have hc : 2 * (μ : ℂ) * (1 / (2 * (μ : ℂ))) = 1 :=
    mul_one_div_cancel (mul_ne_zero two_ne_zero hμ')
  have d1 : deriv (fun t : ℝ => Complex.exp (I * k * t)) =
      fun t : ℝ => I * k * Complex.exp (I * k * t) :=
    funext fun t => (hasDerivAt_wave (I * k) t).deriv
  have d2 : deriv (fun t : ℝ => I * k * Complex.exp (I * k * t)) s =
      I * k * (I * k * Complex.exp (I * k * s)) :=
    ((hasDerivAt_wave (I * k) s).const_mul (I * k)).deriv
  rw [spinKinetic, d1, d2]
  linear_combination
    (-(I * k * (I * k * Complex.exp (I * k * s)) + Complex.exp (I * k * s))) * hc -
      (k : ℂ) ^ 2 * Complex.exp (I * k * s) * Complex.I_sq
```

Here `hμ` serves to cancel $2\mu$ against $1/(2\mu)$, which is the fact `hc`. The facts `d1` and `d2` are the first and second derivatives.

## Every orbital in the determinant is a spinor

For many electrons, let orbital $i$ have components $a_{ij}$ and $b_{ij}$ at the position of electron $j$, whose spin variable is $s_j$. The Slater determinant is

$$D(s)=\det\bigl[a_{ij}e^{\mathrm i s_j}+b_{ij}e^{-\mathrm i s_j}\bigr].$$

The positions are held fixed, so they appear only through the matrices $a$ and $b$. The type `n` labels both orbitals and electrons and may be any finite type. The code omits the normalisation $1/\sqrt{N!}$ for $N$ electrons; including it multiplies $D$ by a constant and leaves a zero kinetic term at zero.

```lean
variable {n : Type*} [Fintype n] [DecidableEq n]

/-- The Slater determinant of spinor orbitals at fixed electron positions: orbital `i` has
components `a i j` and `b i j` at electron `j`, whose spin variable is `s j`. -/
def slater (a b : Matrix n n ℂ) (s : n → ℝ) : ℂ :=
  (Matrix.of fun i j => spinorFn (a i j) (b i j) (s j)).det
```

Now let $k$ label one electron, and replace its spin variable by $t$. Only column $k$ changes, and it equals $e^{\mathrm i t}a_{\cdot k}+e^{-\mathrm i t}b_{\cdot k}$, where $a_{\cdot k}$ and $b_{\cdot k}$ are the $k$-th columns of $a$ and $b$. The determinant is linear in that column, so

$$D(t)=A\,e^{\mathrm i t}+B\,e^{-\mathrm i t},$$

where $A$ and $B$ are the determinants with column $k$ replaced by $a_{\cdot k}$ and $b_{\cdot k}$. For one electron this is just the orbital itself, with $A=a_{11}$ and $B=b_{11}$.

```lean
/-- As a function of the spin variable of one electron, a Slater determinant of spinor
orbitals is a spinor function. -/
theorem slater_is_spinorFn (a b : Matrix n n ℂ) (s : n → ℝ) (k : n) :
    ∃ A B : ℂ, (fun t => slater a b (Function.update s k t)) = spinorFn A B := by
  let M : Matrix n n ℂ := Matrix.of fun i j => spinorFn (a i j) (b i j) (s j)
  refine ⟨(M.updateCol k fun i => a i k).det, (M.updateCol k fun i => b i k).det,
    funext fun t => ?_⟩
  -- only column k depends on t
  have hM : (Matrix.of fun i j => spinorFn (a i j) (b i j) (Function.update s k t j)) =
      M.updateCol k (Complex.exp (I * t) • (fun i => a i k) +
        Complex.exp (-I * t) • (fun i => b i k)) := by
    ext i j
    by_cases h : j = k
    · subst h
      simp [spinorFn, mul_comm]
    · simp [M, h]
  rw [slater, hM, Matrix.det_updateCol_add, Matrix.det_updateCol_smul,
    Matrix.det_updateCol_smul, spinorFn]
  ring
```

`Function.update s k t` is the list of spins with entry `k` set to `t`. The fact `hM` says that only column `k` depends on `t`, and the two `Matrix.det_updateCol` rules express linearity in that column.

```lean
/-- For a positive spin mass, the spin kinetic term of each electron annihilates a Slater
determinant of spinor orbitals. -/
theorem spinKinetic_slater {μ : ℝ} (hμ : 0 < μ) (a b : Matrix n n ℂ) (s : n → ℝ) (k : n) :
    spinKinetic μ (fun t => slater a b (Function.update s k t)) (s k) = 0 := by
  obtain ⟨A, B, h⟩ := slater_is_spinorFn a b s k
  have hd : ∀ c d : ℂ, Differentiable ℝ (spinorFn c d) :=
    fun c d t => (hasDerivAt_spinorFn c d t).differentiableAt
  have hd' : Differentiable ℝ (deriv (spinorFn A B)) := by
    rw [deriv_spinorFn]
    exact hd _ _
  rw [h]
  exact (spinKinetic_eq_zero_iff hμ (hd A B) hd').mpr ⟨A, B, rfl⟩ (s k)

end

end SpinKineticQMC
```

This theorem evaluates the kinetic term of electron `k` at its current spin `s k`. The previous result makes the determinant a spinor function of that variable, and the main theorem does the rest, again with `hμ`.

The hypothesis on the orbitals matters already for one electron: replace the orbital by $e^{2\mathrm i s}$ and the term becomes $\frac{3}{2\mu}$ times the determinant.

For a single Slater determinant of spinor orbitals at fixed positions, the spin kinetic term therefore adds nothing to the local energy wherever the determinant is nonzero, whatever positive spin mass is chosen. The theorems concern the term acting on the complex wave function; they do not address the sampling of the spins, the fixed-phase approximation or time-step errors, where the choice of $\mu$ may still matter.

```lean
#print axioms SpinKineticQMC.spinKinetic_eq_zero_iff
#print axioms SpinKineticQMC.spinorFn_components_unique
#print axioms SpinKineticQMC.spinKinetic_wave
#print axioms SpinKineticQMC.spinKinetic_slater
```

```
'SpinKineticQMC.spinKinetic_eq_zero_iff' depends on axioms: [propext, Classical.choice, Quot.sound]
'SpinKineticQMC.spinorFn_components_unique' depends on axioms: [propext, Classical.choice, Quot.sound]
'SpinKineticQMC.spinKinetic_wave' depends on axioms: [propext, Classical.choice, Quot.sound]
'SpinKineticQMC.spinKinetic_slater' depends on axioms: [propext, Classical.choice, Quot.sound]
```
